# When the PAW Hartree energy splits into smooth and one-centre parts

Q: Take one atom. PAW writes the full density as $n = m + (n_1 - m_1)$. Here $m$ is the smooth density with compensation charges, $m_1$ its one-centre copy, and $n_1$ the full one-centre density. The Hartree energy is quadratic, so how can it be $E[m] + E[n_1] - E[m_1]$, with no cross term?

A: The cross term is hidden in the difference. Let $B(\rho,\sigma)$ be the electrostatic interaction, symmetric and bilinear, with $E[\rho] = B(\rho,\rho)/2$, and let $d = n_1 - m_1$. Then

$$E[m+d] = E[m] + B(m,d) + \tfrac12 B(d,d),$$
$$E[n_1] - E[m_1] = B(m_1,d) + \tfrac12 B(d,d).$$

Subtracting, the splitting is wrong by exactly $B(m-m_1,d)$. It holds if the correction does not interact with the part of $m$ that $m_1$ fails to reproduce.

Q: What are these objects in Lean?

A: Densities are vectors in a real space `V`, possibly infinite-dimensional, and `ι` labels finitely many sites. `X` will be a set of grid points.

```lean
import Mathlib

open Matrix

namespace PAWHartree

noncomputable section

variable {V ι X : Type*} [AddCommGroup V] [Module ℝ V] [Fintype ι] [Fintype X]
```

The energy carries the usual factor one half.

```lean
/-- The Hartree energy of a density: half its electrostatic pairing with itself. -/
def hartree (B : V →ₗ[ℝ] V →ₗ[ℝ] ℝ) (ρ : V) : ℝ := B ρ ρ / 2
```

The names `nA a` and `mA a` stand for $n_a$ and $m_a$. Many PAW texts write $m$ as a pseudo-density plus a separate compensation density; here it is one symbol.

```lean
/-- The full density: the smooth density `m` plus, at each site, the difference of
the one-centre densities `nA a` and `mA a`. -/
def fullDensity (m : V) (nA mA : ι → V) : V := m + ∑ a, (nA a - mA a)
```

The first expansion above is a lemma. Bilinearity gives $B(m,D)$ and $B(D,m)$, each halved, and symmetry merges them.

```lean
/-- The Hartree energy of a sum of two densities is the sum of their energies plus
their mutual interaction, for a symmetric pairing. -/
theorem hartree_add (B : V →ₗ[ℝ] V →ₗ[ℝ] ℝ) (hB : ∀ x y, B x y = B y x) (m D : V) :
    hartree B (m + D) = hartree B m + B m D + 1 / 2 * B D D := by
  simp only [hartree, map_add, LinearMap.add_apply]
  linear_combination (1 / 2) * hB D m
```

Q: With several atoms, the corrections also interact with each other.

A: Yes. Put $d_a = n_a - m_a$ and $D = \sum_a d_a$. Then

$$E[m+D] = E[m] + \sum_a B(m,d_a) + \tfrac12\sum_a B(d_a,d_a) + \tfrac12\sum_a\sum_{b\ne a} B(d_a,d_b).$$

At each site, $B(m,d_a) + \tfrac12 B(d_a,d_a) = E[n_a] - E[m_a] + B(m-m_a,d_a)$. Substitution gives an identity with two error sums and no orthogonality assumption. In the proof, `hDD` separates the diagonal of the double sum, and `hsite` is the site identity summed over $a$.

```lean
/-- For a symmetric pairing, the Hartree energy of the full density equals the smooth
energy plus the one-centre corrections plus two explicit error terms: the interaction of
each correction with `m - mA a`, and the interaction between different sites. -/
theorem hartree_splitting_with_error [DecidableEq ι] (B : V →ₗ[ℝ] V →ₗ[ℝ] ℝ)
    (hB : ∀ x y, B x y = B y x) (m : V) (nA mA : ι → V) :
    hartree B (fullDensity m nA mA) =
      hartree B m + ∑ a, (hartree B (nA a) - hartree B (mA a))
        + ∑ a, B (m - mA a) (nA a - mA a)
        + 1 / 2 * ∑ a, ∑ b ∈ Finset.univ.erase a, B (nA a - mA a) (nA b - mA b) := by
  -- separate the self-interaction of each site from the interaction between sites
  have hDD : B (∑ a, (nA a - mA a)) (∑ a, (nA a - mA a)) =
      ∑ a, B (nA a - mA a) (nA a - mA a)
        + ∑ a, ∑ b ∈ Finset.univ.erase a, B (nA a - mA a) (nA b - mA b) := by
    rw [map_sum B, LinearMap.sum_apply, ← Finset.sum_add_distrib]
    refine Finset.sum_congr rfl fun a _ => ?_
    rw [map_sum (B (nA a - mA a))]
    exact (Finset.add_sum_erase _ (fun b => B (nA a - mA a) (nA b - mA b))
      (Finset.mem_univ a)).symm
  -- site by site, exchange the smooth density for its one-centre partner
  have hsite : ∑ a, (hartree B (nA a) - hartree B (mA a))
      + ∑ a, B (m - mA a) (nA a - mA a) =
      ∑ a, B m (nA a - mA a) + 1 / 2 * ∑ a, B (nA a - mA a) (nA a - mA a) := by
    rw [← Finset.sum_add_distrib, Finset.mul_sum, ← Finset.sum_add_distrib]
    refine Finset.sum_congr rfl fun a _ => ?_
    simp only [hartree, map_sub, LinearMap.sub_apply]
    linear_combination (1 / 2) * hB (nA a) (mA a)
  unfold fullDensity
  rw [hartree_add B hB, hDD, map_sum (B m)]
  linear_combination -hsite
```

If every term in both error sums is zero, the splitting is exact. These are the hypotheses `hsmooth` and `hsites`.

```lean
/-- PAW Hartree splitting: for a symmetric pairing, if each correction `nA a - mA a` has
zero interaction with `m - mA a` and with the corrections of all other sites, the Hartree
energy is the smooth energy plus a sum of one-centre energy differences. -/
theorem hartree_splitting (B : V →ₗ[ℝ] V →ₗ[ℝ] ℝ) (hB : ∀ x y, B x y = B y x)
    (m : V) (nA mA : ι → V)
    (hsmooth : ∀ a, B (m - mA a) (nA a - mA a) = 0)
    (hsites : ∀ a b, a ≠ b → B (nA a - mA a) (nA b - mA b) = 0) :
    hartree B (fullDensity m nA mA) =
      hartree B m + ∑ a, (hartree B (nA a) - hartree B (mA a)) := by
  classical
  have h1 : ∑ a, B (m - mA a) (nA a - mA a) = 0 :=
    Finset.sum_eq_zero fun a _ => hsmooth a
  have h2 : ∑ a, ∑ b ∈ Finset.univ.erase a, B (nA a - mA a) (nA b - mA b) = 0 :=
    Finset.sum_eq_zero fun a _ => Finset.sum_eq_zero fun b hb =>
      hsites a b (Finset.ne_of_mem_erase hb).symm
  rw [hartree_splitting_with_error B hB, h1, h2]
  ring
```

Q: Do I need both?

A: Neither alone suffices. Take $V=\mathbb{R}$ and $B(x,y)=xy$. With two sites, $m=m_1=m_2=0$ and $n_1=n_2=1$, `hsmooth` holds, but $E[n]=2$ while the split expression gives $1$. With one site, $m=n_1=1$ and $m_1=0$, `hsites` is empty and the same two numbers appear. Together they are sufficient, but for several sites they are not necessary, because nonzero error terms can cancel. For one site the condition is also necessary.

```lean
/-- For a single site and a symmetric pairing, the splitting holds exactly when the
correction `n₁ - m₁` has zero interaction with `m - m₁`. -/
theorem one_site_splitting_iff (B : V →ₗ[ℝ] V →ₗ[ℝ] ℝ) (hB : ∀ x y, B x y = B y x)
    (m n₁ m₁ : V) :
    hartree B (m + (n₁ - m₁)) = hartree B m + (hartree B n₁ - hartree B m₁) ↔
      B (m - m₁) (n₁ - m₁) = 0 := by
  have key : hartree B (m + (n₁ - m₁)) =
      hartree B m + (hartree B n₁ - hartree B m₁) + B (m - m₁) (n₁ - m₁) := by
    rw [hartree_add B hB]
    simp only [hartree, map_sub, LinearMap.sub_apply]
    linear_combination (-1 / 2) * hB n₁ m₁
  constructor <;> intro h <;> linarith
```

Q: So far you have assumed the orthogonality. Where does it come from physically?

A: From locality and screening. On a grid, let each entry of a density be the charge at that point, with any quadrature weight included, and let $K$ be the matrix of interactions between unit charges at the points. The potential of $\sigma$ is `K *ᵥ σ`, and the pairing sums $\rho$ against it.

```lean
/-- The electrostatic pairing on a finite grid: one density is summed against the
potential `K *ᵥ σ` of the other, with `K` the interaction matrix. -/
def gridPairing (K : Matrix X X ℝ) : (X → ℝ) →ₗ[ℝ] (X → ℝ) →ₗ[ℝ] ℝ :=
  LinearMap.mk₂ ℝ (fun ρ σ => ρ ⬝ᵥ K *ᵥ σ)
    (fun _ _ _ => by rw [add_dotProduct])
    (fun _ _ _ => by rw [smul_dotProduct])
    (fun _ _ _ => by rw [Matrix.mulVec_add, dotProduct_add])
    (fun _ _ _ => by rw [Matrix.mulVec_smul, dotProduct_smul])
```

Each augmentation region is a set `S a`. Regions are disjoint, $m=m_a$ inside, and $n_a=m_a$ outside. The field `screened` says that the potential of $d_a$ vanishes outside its region, which is the purpose of compensation charges: they match the multipole moments.

```lean
/-- Locality conditions on a grid: the regions `S a` are disjoint, `m` agrees with `mA a`
inside `S a`, and outside `S a` both the correction `nA a - mA a` and its potential vanish. -/
structure IsLocalised (K : Matrix X X ℝ) (S : ι → Finset X) (m : X → ℝ)
    (nA mA : ι → X → ℝ) : Prop where
  disjoint : ∀ a b, a ≠ b → Disjoint (S a) (S b)
  inside : ∀ a, ∀ x ∈ S a, m x = mA a x
  outside : ∀ a, ∀ x, x ∉ S a → nA a x = mA a x
  screened : ∀ a, ∀ x, x ∉ S a → (K *ᵥ (nA a - mA a)) x = 0
```

Every error term is then a sum of products in which one factor is zero at each point.

```lean
/-- A density that vanishes inside a region does not interact with a density whose
potential vanishes outside that region. -/
theorem gridPairing_eq_zero (K : Matrix X X ℝ) (S : Finset X) (ρ σ : X → ℝ)
    (hρ : ∀ x ∈ S, ρ x = 0) (hσ : ∀ x, x ∉ S → (K *ᵥ σ) x = 0) :
    gridPairing K ρ σ = 0 := by
  change ∑ x, ρ x * (K *ᵥ σ) x = 0
  refine Finset.sum_eq_zero fun x _ => ?_
  by_cases hx : x ∈ S
  · rw [hρ x hx, zero_mul]
  · rw [hσ x hx, mul_zero]
```

For `hsmooth`, $m-m_a$ vanishes inside region $a$ and the potential of $d_a$ vanishes outside. For `hsites`, $d_a$ vanishes on region $b$ by disjointness, and the potential of $d_b$ vanishes elsewhere.

```lean
/-- On a grid with a symmetric interaction matrix, the locality conditions imply the
PAW splitting of the Hartree energy. -/
theorem hartree_splitting_of_localised (K : Matrix X X ℝ) (hK : K.IsSymm)
    (S : ι → Finset X) (m : X → ℝ) (nA mA : ι → X → ℝ)
    (h : IsLocalised K S m nA mA) :
    hartree (gridPairing K) (fullDensity m nA mA) =
      hartree (gridPairing K) m
        + ∑ a, (hartree (gridPairing K) (nA a) - hartree (gridPairing K) (mA a)) := by
  apply hartree_splitting
  · intro ρ σ
    change ρ ⬝ᵥ K *ᵥ σ = σ ⬝ᵥ K *ᵥ ρ
    rw [Matrix.dotProduct_mulVec, ← Matrix.mulVec_transpose, hK.eq, dotProduct_comm]
  · intro a
    refine gridPairing_eq_zero K (S a) _ _ (fun x hx => ?_) (h.screened a)
    exact sub_eq_zero.mpr (h.inside a x hx)
  · intro a b hab
    -- a point of region b lies outside region a, where correction a vanishes
    refine gridPairing_eq_zero K (S b) _ _ (fun x hx => ?_) (h.screened b)
    exact sub_eq_zero.mpr (h.outside a x fun hxa =>
      Finset.disjoint_left.mp (h.disjoint a b hab) hxa hx)
```

Q: Is there a nonzero correction that is screened in this sense?

A: In one dimension, with kernel $-|x-y|/2$, the correction $(1,-2,1)$ has zero charge and zero dipole. Its potential is $-1$ at its centre and zero at every other point, so its Hartree energy is $(-2)(-1)/2 = 1$.

```lean
/-- The one-dimensional Coulomb interaction `-|x - y| / 2` between six equally spaced
points. -/
def lineKernel : Matrix (Fin 6) (Fin 6) ℝ :=
  Matrix.of fun x y => -|((x : ℕ) : ℝ) - ((y : ℕ) : ℝ)| / 2
```

The witness places one such correction in each of two regions, on a constant smooth density $m=3$. The proof evaluates the potentials point by point.

```lean
/-- Two sites on a line with the one-dimensional Coulomb interaction meet the locality
conditions; the interaction is symmetric and the correction `(1, -2, 1)` at the first
site has Hartree energy 1. -/
theorem isLocalised_witness :
    lineKernel.IsSymm ∧
    IsLocalised lineKernel ![{0, 1, 2}, {3, 4, 5}] (fun _ => 3)
      ![![4, 1, 4, 0, 0, 0], ![0, 0, 0, 4, 1, 4]]
      ![![3, 3, 3, 0, 0, 0], ![0, 0, 0, 3, 3, 3]] ∧
    hartree (gridPairing lineKernel) ![1, -2, 1, 0, 0, 0] = 1 := by
  refine ⟨?_, ⟨by decide, ?_, ?_, ?_⟩, ?_⟩
  · ext x y
    simp only [lineKernel, Matrix.transpose_apply, Matrix.of_apply]
    rw [abs_sub_comm]
  · intro a x
    fin_cases a <;> fin_cases x <;> simp
  · intro a x
    fin_cases a <;> fin_cases x <;> simp
  · -- evaluate the potential of each correction point by point
    intro a x
    fin_cases a <;> fin_cases x <;>
      simp [lineKernel, Matrix.mulVec, dotProduct, Fin.sum_univ_six] <;> norm_num
  · change (![1, -2, 1, 0, 0, 0] ⬝ᵥ lineKernel *ᵥ ![1, -2, 1, 0, 0, 0]) / 2 = (1 : ℝ)
    simp [lineKernel, Matrix.mulVec, dotProduct, Fin.sum_univ_six]
    norm_num

end

end PAWHartree
```

Q: And for a real PAW calculation?

A: You must still show that, for the three-dimensional Coulomb potential, your compensation charges screen each $d_a$ outside its sphere; `screened` assumes this, just as `inside` assumes that $m_a$ reproduces $m$ within the sphere. Truncated multipoles generally leave errors of both kinds above. An incomplete partial-wave basis generally leaves the first kind, because $m$ and $m_a$ then differ inside the sphere. For a given density that meets the conditions, an electronic-structure code can treat $E[m]$ on a regular grid and the one-centre terms on radial grids.

```lean
#print axioms PAWHartree.hartree_splitting
#print axioms PAWHartree.one_site_splitting_iff
#print axioms PAWHartree.hartree_splitting_of_localised
```

```
'PAWHartree.hartree_splitting' depends on axioms: [propext, Classical.choice, Quot.sound]
'PAWHartree.one_site_splitting_iff' depends on axioms: [propext, Classical.choice, Quot.sound]
'PAWHartree.hartree_splitting_of_localised' depends on axioms: [propext, Classical.choice, Quot.sound]
```
